# Condensate product states span the space of N bosons in d modes

## Can uncorrelated condensates build a correlated boson state?

Take $N$ bosons in $d$ modes. A configuration $x$ assigns a mode $x_k$ to each particle $k$, and a wavefunction $\psi(x)$ is bosonic if permuting the particles leaves it unchanged. By a condensate I mean the state $C_v(x)=\prod_k v(x_k)$, with every particle in the same orbital $v\in\mathbb C^d$.

A condensate has no correlations between its particles. The state with one boson in each of two modes does: find one particle in mode 0, and the other is certainly in mode 1. Can superpositions of condensates, all with the same $N$, really reach such states, or is part of the boson space out of their reach?

## Linear combinations of condensates reach every boson state

They reach all of it. Number particles and modes from 0, and write $x\circ\sigma$ for the configuration $k\mapsto x_{\sigma(k)}$, where $\sigma$ is a permutation of the particles. For orbitals $u_0,\dots,u_{N-1}$, define the unnormalised symmetrised product

$$P_u(x)=\sum_\sigma\prod_k u_{\sigma(k)}(x_k).$$

**Condensates are bosonic.** Permuting the particles only reorders the factors: $C_v(x\circ\sigma)=\prod_k v(x_{\sigma(k)})=C_v(x)$.

**Symmetrised products are sums of condensates.** For a set $S$ of orbital labels, put all particles in $\sum_{i\in S}u_i$ and multiply out:

$$\prod_k\sum_{i\in S}u_i(x_k)=\sum_{f:\ f(k)\in S\ \text{for all}\ k}\ \prod_k u_{f(k)}(x_k).$$

Here $f$ assigns an orbital label to each particle. Now sum over $S$ with sign $(-1)^{N-|S|}$. An assignment $f$ appears for exactly those $S$ that contain every label it uses, so its total coefficient is

$$\sum_{S\supseteq \mathrm{im} f}(-1)^{N-|S|}=\prod_{i\notin \mathrm{im} f}(1-1).$$

This is 0 if $f$ misses a label, and 1 (an empty product) if it misses none. In the second case $f$ is a permutation, because it maps a finite set onto itself. Hence

$$P_u=\sum_S(-1)^{N-|S|}\,C_{\sum_{i\in S}u_i}.$$

**Every boson state is a sum of symmetrised products.** Let $e_j$ be the basis orbital of mode $j$, and for a configuration $y$ take $u_k=e_{y_k}$. The term $\prod_k e_{y_{\sigma(k)}}(x_k)$ equals 1 when $y=x\circ\sigma^{-1}$ and 0 otherwise. For bosonic $\psi$,

$$\sum_y\psi(y)P_{e_y}(x)=\sum_\sigma\psi(x\circ\sigma^{-1})=N!\,\psi(x).$$

Dividing by $N!$ and inserting the previous identity writes $\psi$ as a finite combination of condensates.

**The two-boson example.** With $N=d=2$, $u_0=e_0$ and $u_1=e_1$, the identity reads

$$P_u=C_{e_0+e_1}-C_{e_0}-C_{e_1}+C_0,\qquad C_0=0.$$

The amplitude at $(0,0)$ is $1-1-0=0$, at $(1,1)$ it is $1-0-1=0$, and at $(0,1)$ and $(1,0)$ it is $1$. Dividing by $\sqrt2$ normalises the state.

No single condensate suffices here. If $c\,C_v$ had these amplitudes, then $c\,v_0v_1=1$ and $c\,v_0^2=0$, so $1=(c\,v_0v_1)^2=(c\,v_0^2)(c\,v_1^2)=0$.

**No particles.** For $N=0$ there is one empty configuration, every condensate equals 1 there, and the boson space is one-dimensional.

**Orthogonality.** If a bosonic $\varphi$ is orthogonal to all condensates, it is orthogonal to their span, which contains $\varphi$. So $\sum_x|\varphi(x)|^2=0$ and $\varphi=0$.

## What the Lean theorems say

A configuration is a function `Fin N → Fin d`, and a wavefunction is any complex function of it. `bosonSpace N d` is the subspace of permutation-invariant wavefunctions, `condensate N v` is $C_v$, and `permanentState u` is $P_u$. The word "condensate" refers only to this product form and implies nothing about temperature or a phase transition. Orbitals need not be normalised or orthogonal; $C_v$ has norm $\|v\|^N$.

`span_condensate_eq_bosonSpace` states, for all `N` and `d`, that the linear span of the condensates equals the boson space. `eq_zero_of_orthogonal_condensates` is the orthogonality statement, with the inner product written out as a sum, and `one_in_each_mode_not_condensate` says that the state in the two-boson example is bosonic but not a multiple of any single condensate.

For variational work with fixed particle number and finitely many modes, this means that a superposition of enough condensates can represent any boson state. The number needed is at most the dimension of the boson space, because a spanning set contains a basis. This upper bound is $N+1$ for two modes and can be very large when there are many particles and modes. The bound need not be reached: for two bosons in two modes it is three, but two condensates are enough for every state. The example above can be written as $P_u=\tfrac12\,(C_{e_0+e_1}-C_{e_0-e_1})$. Real particles in continuous space have infinitely many modes, and the step from a finite mode set to that setting needs a separate limiting argument.

```lean
import Mathlib

open Finset

namespace CondensatesSpanBosons

noncomputable section

/-- The space of `N`-boson wavefunctions in `d` modes: complex functions of the configuration
that are unchanged by every permutation of the particles. -/
def bosonSpace (N d : ℕ) : Submodule ℂ ((Fin N → Fin d) → ℂ) where
  carrier := {ψ | ∀ (σ : Equiv.Perm (Fin N)) (x : Fin N → Fin d), ψ (x ∘ σ) = ψ x}
  zero_mem' := fun _ _ => rfl
  add_mem' := by
    intro a b ha hb σ x
    simp only [Pi.add_apply, ha σ x, hb σ x]
  smul_mem' := by
    intro c a ha σ x
    simp only [Pi.smul_apply, ha σ x]

/-- The condensate product state: all `N` particles occupy the same orbital `v`. -/
def condensate (N : ℕ) {d : ℕ} (v : Fin d → ℂ) : (Fin N → Fin d) → ℂ :=
  fun x => ∏ k, v (x k)

/-- The unnormalised symmetrised product (permanent) of the `N` orbitals `u i`. -/
def permanentState {N d : ℕ} (u : Fin N → Fin d → ℂ) : (Fin N → Fin d) → ℂ :=
  fun x => ∑ σ : Equiv.Perm (Fin N), ∏ k, u (σ k) (x k)

/-- Every condensate is a bosonic wavefunction. -/
theorem condensate_mem_bosonSpace (N : ℕ) {d : ℕ} (v : Fin d → ℂ) :
    condensate N v ∈ bosonSpace N d := by
  intro σ x
  exact Equiv.prod_comp σ (fun k => v (x k))

/-- Inclusion-exclusion for an assignment `f` of particles to orbitals: the signed sum over the
orbital sets `S` that contain all orbitals used by `f` is one if `f` is a bijection and zero
otherwise. -/
theorem signed_sum_eq_bijective {N : ℕ} (f : Fin N → Fin N) :
    ∑ S : Finset (Fin N), (-1 : ℂ) ^ (Sᶜ).card * (if ∀ k, f k ∈ S then 1 else 0)
      = if Function.Bijective f then 1 else 0 := by
  obtain ⟨g, hg⟩ : ∃ g : Fin N → ℂ, ∀ i, g i = if ∃ k, f k = i then 0 else -1 :=
    ⟨_, fun _ => rfl⟩
  calc _ = ∑ S : Finset (Fin N), ∏ i ∈ Sᶜ, g i := by
        refine sum_congr rfl fun S _ => ?_
        by_cases hS : ∀ k, f k ∈ S
        · rw [if_pos hS, mul_one, ← prod_const]
          refine prod_congr rfl fun i hi => ?_
          rw [hg, if_neg]
          rintro ⟨k, rfl⟩
          exact mem_compl.1 hi (hS k)
        · obtain ⟨k, hk⟩ := not_forall.1 hS
          rw [if_neg hS, mul_zero]
          exact (prod_eq_zero (mem_compl.2 hk) ((hg _).trans (if_pos ⟨k, rfl⟩))).symm
    _ = ∏ i, (1 + g i) := by
        rw [prod_add, powerset_univ]
        refine sum_congr rfl fun S _ => ?_
        rw [prod_const_one, one_mul, compl_eq_univ_sdiff]
    _ = _ := by
        by_cases hf : Function.Bijective f
        · rw [if_pos hf]
          refine prod_eq_one fun i _ => ?_
          rw [hg, if_pos (hf.2 i), add_zero]
        · -- an orbital missed by `f` contributes the factor `1 - 1`
          have hs : ¬ Function.Surjective f :=
            fun h => hf ⟨Finite.injective_iff_surjective.2 h, h⟩
          obtain ⟨i, hi⟩ := not_forall.1 hs
          rw [if_neg hf]
          refine prod_eq_zero (mem_univ i) ?_
          rw [hg, if_neg hi]
          norm_num

/-- Polarization identity: the permanent of `N` orbitals is a signed sum of condensates, one for
each subset `S` of the orbitals, with all particles in the orbital `∑ i ∈ S, u i`. -/
theorem permanentState_eq_sum_condensate {N d : ℕ} (u : Fin N → Fin d → ℂ) :
    permanentState u
      = ∑ S : Finset (Fin N), (-1 : ℂ) ^ (Sᶜ).card • condensate N (∑ i ∈ S, u i) := by
  funext x
  -- multiply out each condensate into assignments of particles to orbitals
  have expand : ∀ S : Finset (Fin N), condensate N (∑ i ∈ S, u i) x
      = ∑ f : Fin N → Fin N, (if ∀ k, f k ∈ S then 1 else 0) * ∏ k, u (f k) (x k) := by
    intro S
    calc _ = ∏ k, ∑ i, (if i ∈ S then u i (x k) else 0) := by
          simp [condensate, Finset.sum_apply]
      _ = ∑ f : Fin N → Fin N, ∏ k, (if f k ∈ S then u (f k) (x k) else 0) := by
          rw [prod_univ_sum, Fintype.piFinset_univ]
      _ = _ := by
          refine sum_congr rfl fun f _ => ?_
          by_cases h : ∀ k, f k ∈ S
          · rw [if_pos h, one_mul]
            exact prod_congr rfl fun k _ => if_pos (h k)
          · obtain ⟨k, hk⟩ := not_forall.1 h
            rw [if_neg h, zero_mul]
            exact prod_eq_zero (mem_univ k) (if_neg hk)
  simp only [Finset.sum_apply, Pi.smul_apply, smul_eq_mul, expand, mul_sum]
  rw [sum_comm]
  -- only the bijective assignments survive the signed sum
  have inner : ∀ f : Fin N → Fin N, ∑ S : Finset (Fin N), (-1 : ℂ) ^ (Sᶜ).card *
      ((if ∀ k, f k ∈ S then 1 else 0) * ∏ k, u (f k) (x k))
      = if Function.Bijective f then ∏ k, u (f k) (x k) else 0 := by
    intro f
    simp only [← mul_assoc]
    rw [← sum_mul, signed_sum_eq_bijective, ite_mul, one_mul, zero_mul]
  rw [sum_congr rfl fun f _ => inner f, ← sum_filter]
  exact sum_bij (fun (σ : Equiv.Perm (Fin N)) _ => (σ : Fin N → Fin N))
    (fun σ _ => mem_filter.2 ⟨mem_univ _, σ.bijective⟩)
    (fun σ _ τ _ h => DFunLike.coe_injective h)
    (fun f hf => ⟨Equiv.ofBijective f (mem_filter.1 hf).2, mem_univ _, rfl⟩)
    (fun σ _ => rfl)

/-- A bosonic wavefunction, multiplied by `N!`, is the sum over configurations `y` of `ψ y` times
the permanent of the basis orbitals occupied in `y`. -/
theorem factorial_smul_eq_sum_permanentState {N d : ℕ} {ψ : (Fin N → Fin d) → ℂ}
    (hψ : ψ ∈ bosonSpace N d) :
    (N.factorial : ℂ) • ψ
      = ∑ y : Fin N → Fin d, ψ y • permanentState (fun k => Pi.single (y k) 1) := by
  have hs : ∀ (σ : Equiv.Perm (Fin N)) (x : Fin N → Fin d), ψ (x ∘ σ) = ψ x := hψ
  funext x
  -- for each permutation exactly one configuration `y` contributes
  have key : ∀ σ : Equiv.Perm (Fin N), ∑ y : Fin N → Fin d,
      ψ y * ∏ k, (Pi.single (y (σ k)) (1 : ℂ) : Fin d → ℂ) (x k) = ψ x := by
    intro σ
    rw [sum_eq_single (x ∘ σ.symm)]
    · rw [hs σ.symm x]
      simp
    · intro y _ hy
      have hne : ∃ k, x k ≠ y (σ k) := by
        by_contra h
        apply hy
        funext j
        have hj := not_not.1 (not_exists.1 h (σ.symm j))
        simpa using hj.symm
      obtain ⟨k, hk⟩ := hne
      exact mul_eq_zero_of_right _ (prod_eq_zero (mem_univ k) (Pi.single_eq_of_ne hk 1))
    · intro h
      exact absurd (mem_univ _) h
  simp only [Pi.smul_apply, Finset.sum_apply, smul_eq_mul, permanentState, mul_sum]
  rw [sum_comm, sum_congr rfl fun σ _ => key σ]
  simp [Fintype.card_perm]

/-- Condensate product states span the whole `N`-boson space: the finite linear combinations of
condensates are exactly the permutation-invariant wavefunctions. -/
theorem span_condensate_eq_bosonSpace (N d : ℕ) :
    Submodule.span ℂ (Set.range (condensate N (d := d))) = bosonSpace N d := by
  apply le_antisymm
  · rw [Submodule.span_le]
    rintro _ ⟨v, rfl⟩
    exact condensate_mem_bosonSpace N v
  · intro ψ hψ
    have hN : (N.factorial : ℂ) ≠ 0 := Nat.cast_ne_zero.2 N.factorial_ne_zero
    rw [← inv_smul_smul₀ hN ψ, factorial_smul_eq_sum_permanentState hψ]
    refine Submodule.smul_mem _ _ (Submodule.sum_mem _ fun y _ => Submodule.smul_mem _ _ ?_)
    rw [permanentState_eq_sum_condensate]
    exact Submodule.sum_mem _ fun S _ =>
      Submodule.smul_mem _ _ (Submodule.subset_span ⟨_, rfl⟩)

/-- A bosonic wavefunction that is orthogonal to every condensate vanishes. -/
theorem eq_zero_of_orthogonal_condensates {N d : ℕ} {φ : (Fin N → Fin d) → ℂ}
    (hφ : φ ∈ bosonSpace N d)
    (h : ∀ v : Fin d → ℂ, ∑ x, star (condensate N v x) * φ x = 0) : φ = 0 := by
  rw [← span_condensate_eq_bosonSpace] at hφ
  -- orthogonality extends from condensates to their span, hence to `φ` itself
  have h0 : ∑ x, star (φ x) * φ x = 0 := by
    refine Submodule.span_induction
      (p := fun χ _ => ∑ x, star (χ x) * φ x = 0) ?_ ?_ ?_ ?_ hφ
    · rintro _ ⟨v, rfl⟩
      exact h v
    · simp
    · intro a b _ _ ha hb
      simp only [Pi.add_apply, star_add, add_mul, sum_add_distrib, ha, hb, add_zero]
    · intro c a _ ha
      simp only [Pi.smul_apply, smul_eq_mul, star_mul', mul_assoc, ← mul_sum, ha, mul_zero]
  have h1 : ∑ x, Complex.normSq (φ x) = 0 := by
    simp only [Complex.star_def, ← Complex.normSq_eq_conj_mul_self] at h0
    exact_mod_cast h0
  funext x
  exact Complex.normSq_eq_zero.1
    ((sum_eq_zero_iff_of_nonneg fun y _ => Complex.normSq_nonneg (φ y)).1 h1 x (mem_univ x))

/-- The unnormalised state of two bosons with one particle in each of two modes is bosonic, but
it is not a multiple of any single condensate. -/
theorem one_in_each_mode_not_condensate :
    (fun x : Fin 2 → Fin 2 => if x 0 = x 1 then (0 : ℂ) else 1) ∈ bosonSpace 2 2 ∧
    ∀ (c : ℂ) (v : Fin 2 → ℂ),
      (fun x : Fin 2 → Fin 2 => if x 0 = x 1 then (0 : ℂ) else 1) ≠ c • condensate 2 v := by
  constructor
  · have hp : ∀ (σ : Equiv.Perm (Fin 2)) (x : Fin 2 → Fin 2),
        x (σ 0) = x (σ 1) ↔ x 0 = x 1 := by decide
    intro σ x
    simp only [Function.comp_apply, hp σ x]
  · intro c v h
    have h00 : (0 : ℂ) = c * (v 0 * v 0) := by
      simpa [condensate, Fin.prod_univ_two] using congrFun h ![0, 0]
    have h01 : (1 : ℂ) = c * (v 0 * v 1) := by
      simpa [condensate, Fin.prod_univ_two] using congrFun h ![0, 1]
    -- the amplitudes of a condensate satisfy `ψ(0,1)² = ψ(0,0) ψ(1,1)`
    have h10 : (1 : ℂ) = 0 := by
      calc (1 : ℂ) = (c * (v 0 * v 1)) * (c * (v 0 * v 1)) := by rw [← h01, one_mul]
        _ = (c * (v 0 * v 0)) * (c * (v 1 * v 1)) := by ring
        _ = 0 := by rw [← h00, zero_mul]
    exact one_ne_zero h10

end

end CondensatesSpanBosons
```

```lean
#print axioms CondensatesSpanBosons.span_condensate_eq_bosonSpace
-- 'CondensatesSpanBosons.span_condensate_eq_bosonSpace' depends on axioms: [propext, Classical.choice, Quot.sound]
#print axioms CondensatesSpanBosons.eq_zero_of_orthogonal_condensates
-- 'CondensatesSpanBosons.eq_zero_of_orthogonal_condensates' depends on axioms: [propext, Classical.choice, Quot.sound]
#print axioms CondensatesSpanBosons.one_in_each_mode_not_condensate
-- 'CondensatesSpanBosons.one_in_each_mode_not_condensate' depends on axioms: [propext, Classical.choice, Quot.sound]
```

## From the sums to the Lean proof

`condensate_mem_bosonSpace` reorders the product with `Equiv.prod_comp`.

`signed_sum_eq_bijective` computes the coefficient of $f$. Its auxiliary function `g` is 0 on used labels and $-1$ on missed ones, so `prod_add` turns the signed sum into $\prod_i(1+g_i)$. A missed label gives a zero factor.

In `permanentState_eq_sum_condensate`, `expand` multiplies out a condensate, `sum_comm` exchanges the sums over $S$ and $f$, and `inner` applies the coefficient lemma. The closing `sum_bij` matches bijective assignments with permutations.

In `factorial_smul_eq_sum_permanentState`, `key` fixes $\sigma$ and uses `sum_eq_single` to keep only $y=x\circ\sigma^{-1}$. Summing over permutations then produces $N!$.

The span theorem proves two inclusions. One is the invariance of condensates; the other divides by $N!$ and chains the two expansions.

For orthogonality, `Submodule.span_induction` carries the hypothesis from condensates to their span, and a vanishing sum of nonnegative `Complex.normSq` terms forces every amplitude to vanish. The last theorem checks invariance with `decide`, then evaluates the supposed equality at `![0, 0]` and `![0, 1]` to reach the contradiction above.
